# A level shift built from the current density matrix leaves the DIIS error unchanged

## When the shift leaks into the residual

Suppose an SCF program adds a level shift to its Fock matrix and then computes the DIIS error from the shifted matrix. If the shift was built from the density of an earlier iteration, the error can acquire a term proportional to the shift parameter $b$. The residual then measures the convergence aid as well as the distance from self-consistency.

Two basis functions are enough to see the damage. Let them be normalised with mutual overlap $1/2$, let the density matrix of the present iteration occupy the first, and let the shift be built from a density matrix that occupies the second. A Fock matrix whose true error is zero now shows off-diagonal error entries $\pm 3b/8$. Conversely, a Fock matrix whose true error is the negative of this term looks converged when it is not.

The extra term vanishes when the shift is built from the same density at which the error is evaluated. This follows from an identity in noncommutative algebra, and it needs neither an idempotent density nor symmetric matrices.

## The commutator residual and the shifted Fock matrix

Let $F$ be the Fock matrix, $S$ the overlap matrix of a non-orthogonal basis, and $D$ the density matrix. Let the columns of $C$ be the coefficients of the occupied orbitals, so that $D = CC^\dagger$ with $C^\dagger S C = 1$. At self-consistency the orbitals satisfy $FC = SC\varepsilon$, where $\varepsilon$ is the real diagonal matrix of occupied orbital energies. For Hermitian $F$ and $S$ this gives

$$FDS = SC\varepsilon C^\dagger S = SDF .$$

The difference of the two sides is the Pulay error, or DIIS error:

$$E(F,D) = FDS - SDF .$$

The level-shifted Fock matrix is

$$F' = F + b\,(S - SD'S),$$

where $D'$ is the density used to build the shift. Keeping $D'$ separate from $D$ allows the case in which the shift is out of date.

The name "level shift" is justified when $D' = D$ and the density is idempotent in the overlap metric, $DSD = D$. In that case

$$(S - SDS)D = SD - S(DSD) = 0,$$

so $F'D = FD$, and the shifted matrix acts on the occupied space as the original one does. The projector onto the virtual space is $1 - DS$, and there

$$(S - SDS)(1 - DS) = S - 2SDS + S(DSD)S = S - SDS = S(1 - DS).$$

Hence $F'(1-DS) = (F + bS)(1-DS)$. On the virtual space the Fock matrix gains $bS$, which in a generalised eigenvalue problem with metric $S$ amounts to raising a level by $b$.

## The correction to the error

Assume that $b$ commutes with everything, as a number does. Insert $F'$ into the two halves of the error:

$$F'DS = FDS + b\,(SDS - SD'SDS),$$

$$SDF' = SDF + SD\,b\,(S - SD'S) = SDF + b\,(SDS - SDSD'S).$$

The second line moves $b$ to the left through $SD$, and this is the only place where its centrality is used. On subtraction the terms $b\,SDS$ cancel, which leaves

$$E(F',D) = E(F,D) + b\,(SDSD'S - SD'SDS).$$

For $D' = D$ the two products in the bracket are the same product, so the correction is zero. No property of $D$ has been used, and the invariance therefore also holds for fractional occupations.

The correction can be factored:

$$SDSD'S - SD'SDS = S\,(DSD' - D'SD)\,S .$$

If $b$ and $S$ are invertible, they can be cancelled. The error is then unchanged exactly when

$$DSD' = D'SD .$$

For a positive definite $S$, this says that the orthogonalised densities $S^{1/2}DS^{1/2}$ and $S^{1/2}D'S^{1/2}$ commute. An old density is therefore harmless to the error if it commutes with the current one in this sense, even when the two differ.

## Two overlapping functions

For the example at the start, take

$$S = \begin{pmatrix} 1 & \tfrac12 \\ \tfrac12 & 1 \end{pmatrix},\quad
D = \begin{pmatrix} 1 & 0 \\ 0 & 0 \end{pmatrix},\quad
D' = \begin{pmatrix} 0 & 0 \\ 0 & 1 \end{pmatrix}.$$

Both densities are idempotent in the overlap metric, since $DSD = S_{11}D = D$ and $D'SD' = S_{22}D' = D'$. They do not commute in that metric:

$$DSD' - D'SD = \begin{pmatrix} 0 & \tfrac12 \\ -\tfrac12 & 0 \end{pmatrix}.$$

Multiplication by $S$ on both sides gives

$$S\,(DSD' - D'SD)\,S = \begin{pmatrix} 0 & \tfrac38 \\ -\tfrac38 & 0 \end{pmatrix}.$$

The error changes by $b$ times this matrix, whatever $F$ is. Idempotency of both densities thus gives no protection against an out-of-date shift.

## Matrices as elements of a ring

In the Lean file, `R` is an arbitrary ring, and $F$, $S$, $D$ and $D'$ are elements of it. Square real or complex matrices of any fixed size are the case of interest in electronic structure. The definitions `pulayError F D S` and `levelShift b F D' S` are the two formulas above. Neither Hermiticity nor positivity of the overlap is built into them, and $F$ is not required to depend on the density.

The shift parameter `b` is also a ring element. The hypothesis `hb : ∀ x : R, b * x = x * b` says that it is central, which stands for the physical assumption that one number shifts all virtual levels alike. For matrices, such a `b` is a number times the identity matrix. A shift that varies from orbital to orbital is not covered.

The theorems then read as follows.

- `pulayError_levelShift` gives the correction for any two densities.
- `pulayError_levelShift_self` gives the invariance for $D' = D$.
- `pulayError_levelShift_eq_iff` gives the exact condition for an unchanged error. It assumes `IsUnit b` and `IsUnit S`. For matrices the first means a nonzero shift, and the second holds when the basis functions are linearly independent.
- `levelShift_mul_occupied` and `levelShift_mul_virtual` describe the action on the two orbital spaces. Their hypothesis `D * S * D = D` fixes the normalisation to one electron per occupied spin orbital. A closed-shell density that counts two electrons per spatial orbital must be halved first.
- `idempotent_witness` and `pulayError_stale_density` treat the two-function model, with `densityOne` as $D$ and `densityTwo` as $D'$.

For Hartree–Fock or Kohn–Sham programs in a finite basis, the invariance means that the DIIS error at a given density may be computed from the shifted or the unshifted Fock matrix, provided that the shift is uniform and built from that same density. This concerns the error of a single iteration. It does not say that the SCF procedure converges, or that extrapolating shifted Fock matrices gives the same matrix as extrapolating unshifted ones.

## A scalar shift in an algebra

The shift could also have been modelled as a scalar. One would take a commutative ring $k$, let $R$ be an algebra over $k$, and write the shifted matrix as $F + b \cdot (S - SD'S)$ with $b$ in $k$. The hypothesis `hb` would then disappear, because scalars commute with every element of an algebra. The two-function theorem could use the real number `b` directly, where it now has to pass the matrix `b • 1`.

The price is a second type and the structure that connects it to the first. No generality would be lost, since every ring is an algebra over its own centre. The version in the file keeps a single type and states the commutation as a visible assumption, so one can see which theorems use it: the two about the occupied and virtual spaces do not.

## The Lean file

```lean
import Mathlib

open Matrix

namespace LevelShiftDIIS

noncomputable section

variable {R : Type*} [Ring R]

/-- The Pulay (DIIS) error `FDS - SDF` of a Fock matrix `F` at density `D` and overlap `S`. -/
def pulayError (F D S : R) : R := F * D * S - S * D * F

/-- The Fock matrix `F + b (S - S D' S)`, level-shifted by `b` using the density `D'`. -/
def levelShift (b F D' S : R) : R := F + b * (S - S * D' * S)

/-- If `b` is central, a level shift by `b` built from a density `D'` changes the Pulay error at the
density `D` by `b (SDSD'S - SD'SDS)`. -/
theorem pulayError_levelShift (b F D D' S : R) (hb : ∀ x : R, b * x = x * b) :
    pulayError (levelShift b F D' S) D S =
      pulayError F D S + b * (S * D * S * D' * S - S * D' * S * D * S) := by
  -- the central shift parameter moves through `S D`
  have h : S * D * (b * (S - S * D' * S)) = b * (S * D * (S - S * D' * S)) := by
    calc S * D * (b * (S - S * D' * S))
        = (S * D * b) * (S - S * D' * S) := by rw [mul_assoc (S * D) b]
      _ = b * (S * D) * (S - S * D' * S) := by rw [hb (S * D)]
      _ = b * (S * D * (S - S * D' * S)) := by rw [mul_assoc b]
  unfold pulayError levelShift
  rw [mul_add (S * D), h]
  noncomm_ring

/-- A level shift by a central `b`, built from the current density, leaves the Pulay error
unchanged. -/
theorem pulayError_levelShift_self (b F D S : R) (hb : ∀ x : R, b * x = x * b) :
    pulayError (levelShift b F D S) D S = pulayError F D S := by
  rw [pulayError_levelShift b F D D S hb, sub_self, mul_zero, add_zero]

/-- For a central invertible shift `b` and an invertible overlap, the Pulay error is unchanged
exactly when the two densities commute in the overlap metric, `D S D' = D' S D`. -/
theorem pulayError_levelShift_eq_iff (b F D D' S : R) (hb : ∀ x : R, b * x = x * b)
    (hbu : IsUnit b) (hS : IsUnit S) :
    pulayError (levelShift b F D' S) D S = pulayError F D S ↔
      D * S * D' = D' * S * D := by
  -- the correction is the metric commutator between two overlap matrices
  have h : S * D * S * D' * S - S * D' * S * D * S =
      S * (D * S * D' - D' * S * D) * S := by noncomm_ring
  rw [pulayError_levelShift b F D D' S hb, add_eq_left, h, hbu.mul_right_eq_zero,
    hS.mul_left_eq_zero, hS.mul_right_eq_zero, sub_eq_zero]

/-- For an idempotent density, `D S D = D`, the level-shifted Fock matrix acts on the
occupied space as the original one does. -/
theorem levelShift_mul_occupied (b F D S : R) (hD : D * S * D = D) :
    levelShift b F D S * D = F * D := by
  have h : (S - S * D * S) * D = 0 := by
    calc (S - S * D * S) * D = S * D - S * (D * S * D) := by noncomm_ring
      _ = 0 := by rw [hD, sub_self]
  unfold levelShift
  rw [add_mul, mul_assoc b, h, mul_zero, add_zero]

/-- For an idempotent density, `D S D = D`, the level shift adds `b S` to the Fock matrix on the
virtual space, the range of the projector `1 - D S`. -/
theorem levelShift_mul_virtual (b F D S : R) (hD : D * S * D = D) :
    levelShift b F D S * (1 - D * S) = (F + b * S) * (1 - D * S) := by
  have h : (S - S * D * S) * (1 - D * S) = S * (1 - D * S) := by
    calc (S - S * D * S) * (1 - D * S)
        = S * (1 - D * S) - S * D * S + S * (D * S * D) * S := by noncomm_ring
      _ = S * (1 - D * S) := by rw [hD, sub_add_cancel]
  unfold levelShift
  rw [add_mul, add_mul, mul_assoc b, h, mul_assoc b]

/-- The overlap matrix of two normalised basis functions with mutual overlap `1/2`. -/
def overlap : Matrix (Fin 2) (Fin 2) ℝ := !![1, 1/2; 1/2, 1]

/-- The density matrix with the first basis function occupied. -/
def densityOne : Matrix (Fin 2) (Fin 2) ℝ := !![1, 0; 0, 0]

/-- The density matrix with the second basis function occupied. -/
def densityTwo : Matrix (Fin 2) (Fin 2) ℝ := !![0, 0; 0, 1]

/-- Both model densities are idempotent in the metric of the non-orthogonal basis. -/
theorem idempotent_witness :
    densityOne * overlap * densityOne = densityOne ∧
      densityTwo * overlap * densityTwo = densityTwo := by
  constructor <;> ext i j <;> fin_cases i <;> fin_cases j <;>
    norm_num [densityOne, densityTwo, overlap, Matrix.mul_apply, Fin.sum_univ_succ]

/-- In the two-function model, a shift `b` built from the second density changes the Pulay
error at the first density by `b` times a fixed antisymmetric matrix, for every `F`. -/
theorem pulayError_stale_density (b : ℝ) (F : Matrix (Fin 2) (Fin 2) ℝ) :
    pulayError (levelShift (b • (1 : Matrix (Fin 2) (Fin 2) ℝ)) F densityTwo overlap)
        densityOne overlap =
      pulayError F densityOne overlap + b • !![0, 3/8; -3/8, 0] := by
  -- a multiple of the identity matrix is central
  have hb : ∀ x : Matrix (Fin 2) (Fin 2) ℝ,
      (b • (1 : Matrix (Fin 2) (Fin 2) ℝ)) * x = x * (b • 1) := by
    intro x
    rw [smul_mul_assoc, one_mul, mul_smul_comm, mul_one]
  -- the correction for this pair of densities
  have h : overlap * densityOne * overlap * densityTwo * overlap -
      overlap * densityTwo * overlap * densityOne * overlap = !![0, 3/8; -3/8, 0] := by
    ext i j
    fin_cases i <;> fin_cases j <;>
      norm_num [densityOne, densityTwo, overlap, Matrix.mul_apply, Fin.sum_univ_succ]
  rw [pulayError_levelShift _ F densityOne densityTwo overlap hb, h, smul_mul_assoc, one_mul]

end

end LevelShiftDIIS
```

```lean
#print axioms LevelShiftDIIS.pulayError_levelShift_self
#print axioms LevelShiftDIIS.levelShift_mul_occupied
#print axioms LevelShiftDIIS.levelShift_mul_virtual
#print axioms LevelShiftDIIS.pulayError_stale_density
```

```
'LevelShiftDIIS.pulayError_levelShift_self' depends on axioms: [propext]
'LevelShiftDIIS.levelShift_mul_occupied' depends on axioms: [propext]
'LevelShiftDIIS.levelShift_mul_virtual' depends on axioms: [propext]
'LevelShiftDIIS.pulayError_stale_density' depends on axioms: [propext, Classical.choice, Quot.sound]
```

## Moving the shift, then expanding

The proof of `pulayError_levelShift` has the same two stages as the calculation by hand. The auxiliary equation `h` moves `b` to the left through `S * D`. Its `calc` block regroups the product so that `S * D` stands next to `b`, exchanges the two by `hb (S * D)`, and regroups again.

After the definitions are unfolded, `mul_add (S * D)` splits the product $SDF'$ into its Fock part and its shift part, and `h` rewrites the latter. In every term that contains the shift, `b` is now the leftmost factor. The tactic `noncomm_ring` expands both sides and closes the goal.

The invariance `pulayError_levelShift_self` is a direct consequence. The general identity is used with `D` in both density slots, `sub_self` turns the bracket into zero, and the remaining two rewrites remove the zero term.

## What `noncomm_ring` knows

The proof turns on `noncomm_ring`, Mathlib's tactic for identities in rings whose multiplication need not commute. It multiplies out sums, brings the bracketing of products to a common form, and then compares the two sides as sums, in which the order of the terms is irrelevant. The order of the factors within each product is preserved. The familiar tactic `ring` is made for commutative multiplication and does not suit matrices.

To `noncomm_ring`, `b` is a letter like any other. It does not use the hypothesis `hb`, so it would treat $SDbS$ and $bSDS$ as different products. This explains the division of labour in the proof: `h` applies the one commutation rule that is available, and the tactic does the expansion, for which the ring axioms suffice.

The same division appears in the two theorems on the orbital spaces. There the `calc` block states a form of the product in which $DSD$ stands as a visible factor, `noncomm_ring` proves that the two are equal, and the hypothesis `hD` then replaces $DSD$ by $D$.

## Cancelling the invertible factors

In `pulayError_levelShift_eq_iff`, the equation `h` is the factorisation of the correction into $S(DSD' - D'SD)S$. The rewrites that follow are a chain of equivalences. First, `add_eq_left` turns "the error plus a correction equals the error" into "the correction is zero". Invertibility of `b` removes the shift parameter, and invertibility of `S` removes the overlap matrix on the right and then on the left. Finally, `sub_eq_zero` turns the vanishing difference into $DSD' = D'SD$. Each step is reversible, so both directions of the statement are proved together.

## From the orbital spaces to the two-by-two model

For `levelShift_mul_occupied`, the equation `h` states that $(S - SDS)D = 0$. For `levelShift_mul_virtual`, it states that $S - SDS$ and $S$ agree after multiplication by $1 - DS$ on the right. In both proofs the definition of the shifted matrix is then unfolded and the product distributed over its two terms.

In the model, `idempotent_witness` is checked entry by entry: `ext` reduces a matrix equation to its entries, `fin_cases` runs through the four index pairs, and `norm_num` does the arithmetic. The proof of `pulayError_stale_density` computes the correction matrix in the same way. It also shows that `b • 1` commutes with every two-by-two matrix, which is the centrality that the general theorem requires. That theorem then supplies the result for every `F`, so no entries of the Fock matrix have to be written out.
